# Started from 1, the Newton–Schulz iteration for an overlap eigenvalue between 0 and 3 converges to its inverse square root

In a non-orthogonal basis, the inverse square root of the overlap matrix gives symmetrically orthonormalised orbitals, and the Newton–Schulz iteration approaches it using only multiplications. `modeIter_tendsto` treats a single eigenvalue `s` as a real number with 0 < s < 3: starting from x = 1, the repeated step x ↦ x(3 − s x²)/2 converges to the positive `r` with r² s = 1. It is a statement about this scalar sequence in exact arithmetic, not about the full matrix. The proof bounds the residual 1 − s x² after k + 1 steps by q^(2^k), where q = (1 − s)²(4 − s)/4 is less than 1, so that the residual tends to zero. It then recovers x from the residual by a square root, using the positivity of the iterates.

The failing Lean file:

```lean
import Mathlib

open Matrix Filter Topology
open scoped ComplexOrder

namespace NewtonSchulzRegion

noncomputable section

/-- The iteration seen by a single overlap eigenvalue `s`. -/
def modeIter (s : ℝ) : ℕ → ℝ
  | 0 => 1
  | k + 1 => modeIter s k * (3 - s * modeIter s k ^ 2) / 2

/-- One step turns the residual `e = 1 - s x²` of a mode into `e² (3 + e) / 4`. -/
theorem residual_step (s : ℝ) (k : ℕ) :
    1 - s * modeIter s (k + 1) ^ 2 =
      (1 - s * modeIter s k ^ 2) ^ 2 * (3 + (1 - s * modeIter s k ^ 2)) / 4 := by
  simp only [modeIter]
  ring

/-- For an eigenvalue between 0 and 3 the residual is nonnegative after the first step and
is bounded by its value after that step raised to the power `2 ^ k`. -/
theorem residual_bound {s : ℝ} (h0 : 0 < s) (h3 : s < 3) (k : ℕ) :
    0 ≤ 1 - s * modeIter s (k + 1) ^ 2 ∧
      1 - s * modeIter s (k + 1) ^ 2 ≤ ((1 - s) ^ 2 * (4 - s) / 4) ^ (2 ^ k) := by
  induction k with
  | zero =>
    have h := residual_step s 0
    have e : modeIter s 0 = 1 := rfl
    rw [e] at h
    rw [h]
    constructor
    · have : 0 ≤ (1 - s) ^ 2 * (4 - s) := mul_nonneg (sq_nonneg _) (by linarith)
      linarith
    · apply le_of_eq
      ring
  | succ k ih =>
    obtain ⟨hl, hu⟩ := ih
    have h1 : 1 - s * modeIter s (k + 1) ^ 2 ≤ 1 := by
      have : 0 ≤ s * modeIter s (k + 1) ^ 2 := by positivity
      linarith
    rw [residual_step s (k + 1)]
    generalize 1 - s * modeIter s (k + 1) ^ 2 = e at hl hu h1 ⊢
    refine ⟨by positivity, ?_⟩
    calc e ^ 2 * (3 + e) / 4 ≤ e ^ 2 := by
          nlinarith [mul_nonneg (sq_nonneg e) (sub_nonneg.2 h1)]
      _ ≤ (((1 - s) ^ 2 * (4 - s) / 4) ^ (2 ^ k)) ^ 2 := pow_le_pow_left₀ hl hu 2
      _ = _ := by rw [← pow_mul, pow_succ 2 k]

/-- For an eigenvalue between 0 and 3 the iterates of the mode stay positive. -/
theorem modeIter_pos {s : ℝ} (h0 : 0 < s) (h3 : s < 3) (k : ℕ) : 0 < modeIter s k := by
  induction k with
  | zero => exact one_pos
  | succ k ih =>
    have h : s * modeIter s k ^ 2 < 3 := by
      cases k with
      | zero => simpa [modeIter] using h3
      | succ k => linarith [(residual_bound h0 h3 k).1]
    exact div_pos (mul_pos ih (by linarith)) two_pos

/-- A mode with eigenvalue `s` between 0 and 3 converges to the positive `r` with `r² s = 1`. -/
theorem modeIter_tendsto {s r : ℝ} (h0 : 0 < s) (h3 : s < 3) (hr : 0 < r)
    (hrs : r ^ 2 * s = 1) : Tendsto (modeIter s) atTop (𝓝 r) := by
  have q0 : 0 ≤ (1 - s) ^ 2 * (4 - s) / 4 :=
    div_nonneg (mul_nonneg (sq_nonneg _) (by linarith)) (by norm_num)
  have q1 : (1 - s) ^ 2 * (4 - s) / 4 < 1 := by
    have : 0 < s * (3 - s) ^ 2 := mul_pos h0 (pow_pos (by linarith) 2)
    nlinarith
  have hq := (tendsto_pow_atTop_nhds_zero_of_lt_one q0 q1).comp
    (Nat.tendsto_pow_atTop_atTop_of_one_lt (one_lt_two : 1 < 2))
  have he : Tendsto (fun k => 1 - s * modeIter s (k + 1) ^ 2) atTop (𝓝 0) :=
    squeeze_zero (fun k => (residual_bound h0 h3 k).1)
      (fun k => (residual_bound h0 h3 k).2) hq
  -- recover x from its residual: x = sqrt (r² (1 - e))
  have hx : Tendsto (fun k => √(r ^ 2 * (1 - (1 - s * modeIter s (k + 1) ^ 2))))
      atTop (𝓝 (√(r ^ 2 * (1 - 0)))) :=
    ((he.const_sub 1).const_mul (r ^ 2)).sqrt
  rw [sub_zero, mul_one, Real.sqrt_sq hr.le] at hx
  refine (tendsto_add_atTop_iff_nat 1).mp (hx.congr fun k => ?_)
  rw [show r ^ 2 * (1 - (1 - s * modeIter s (k + 1) ^ 2)) = modeIter s (k + 1) ^ 2 by
    linear_combination modeIter s (k + 1) ^ 2 * hrs]
  exact Real.sqrt_sq (modeIter_pos h0 h3 _).le

end

end NewtonSchulzRegion
```

Compiling this gives:

```
Main.lean:71:5: error(lean.unknownIdentifier): Unknown constant `Nat.tendsto_pow_atTop_atTop_of_one_lt`
Main.lean:64:64: error: unsolved goals
s r : ℝ
h0 : 0 < s
h3 : s < 3
hr : 0 < r
hrs : r ^ 2 * s = 1
q0 : 0 ≤ (1 - s) ^ 2 * (4 - s) / 4
q1 : (1 - s) ^ 2 * (4 - s) / 4 < 1
⊢ Tendsto (modeIter s) atTop (𝓝 r)
```

The mended proof, as a diff:

```diff
@@ -69,5 +69,5 @@
     nlinarith
   have hq := (tendsto_pow_atTop_nhds_zero_of_lt_one q0 q1).comp
-    (Nat.tendsto_pow_atTop_atTop_of_one_lt (one_lt_two : 1 < 2))
+    (tendsto_pow_atTop_atTop_of_one_lt (one_lt_two : (1 : ℕ) < 2))
   have he : Tendsto (fun k => 1 - s * modeIter s (k + 1) ^ 2) atTop (𝓝 0) :=
     squeeze_zero (fun k => (residual_bound h0 h3 k).1)
```

Cause. The first message says that no constant called `Nat.tendsto_pow_atTop_atTop_of_one_lt` exists in the environment. The proof wanted it in `hq`, where the limit q^n → 0 is composed with 2^k → ∞ to give q^(2^k) → 0.

The second message follows from the first. Its context contains `q0` and `q1` but not `hq`, and its goal is still the whole theorem: the proof stopped at the bad name, and the later steps were not carried out. It does not point to a separate gap in the argument.

The repair drops the `Nat.` prefix and uses `tendsto_pow_atTop_atTop_of_one_lt`, which does exist and supplies the same limit. The change from `1 < 2` to `(1 : ℕ) < 2` states openly that the base 2 is a natural number, as it must be here because 2^k serves as an exponent. The messages do not show that this annotation was needed; unannotated numerals default to `ℕ` in Lean anyway.
